# In a real orthonormal basis, the unrestricted Hartree–Fock energy is stationary under orbital rotations exactly when each spin's Fock matrix commutes with its density

## Repulsion as two linear maps

Electron repulsion enters here through two linear maps on real n×n matrices, a Coulomb map J and an exchange map K, and not through a table of two-electron integrals. Each map must satisfy two conditions, collected in `IsMeanField`. It is self-adjoint for the trace pairing,

tr(A G(B)) = tr(G(A) B),

and it sends symmetric matrices to symmetric matrices. The first condition stands for the fact that the repulsion between two charge distributions does not depend on which one is taken as the source. The second keeps the Fock matrix symmetric.

The basis is orthonormal, h is the symmetric one-electron matrix, and Pa and Pb are the symmetric density matrices of the two spins. For a single determinant, each is the projector onto the occupied orbitals of its spin. With P = Pa + Pb, and s running over a and b, the energy and the Fock matrices are

E = tr(hP) + tr(P J(P))/2 − Σₛ tr(Ps K(Ps))/2

Fs = h + J(P) − K(Ps).

## The energy as half a trace

Inserting Fs gives

Σₛ tr(Ps(h + Fs))/2 = Σₛ [tr(Ps h) + tr(Ps J(P))/2 − tr(Ps K(Ps))/2].

The Coulomb terms add up to tr(P J(P))/2, and the right-hand side is E. This identity needs neither symmetry nor self-adjointness.

## The slope under independent rotations

Let ka and kb be antisymmetric matrices, one for each spin. The rotated densities are

Ps(t) = exp(t ks) Ps exp(−t ks),

and their derivative at t = 0 is the commutator

Ds = ks Ps − Ps ks = [ks, Ps].

Write D = Da + Db. The product rule gives

dE/dt = tr(hD) + [tr(D J(P)) + tr(P J(D))]/2 − Σₛ [tr(Ds K(Ps)) + tr(Ps K(Ds))]/2.

Self-adjointness makes the two terms in each bracket equal, so

dE/dt = tr(hD) + tr(J(P)D) − Σₛ tr(K(Ps)Ds) = Σₛ tr(Fs Ds).

By cyclicity of the trace,

tr(Fs[ks, Ps]) = tr(ks Ps Fs) − tr(ks Fs Ps) = tr(ks[Ps, Fs]).

If both commutators vanish, so does the slope for every ka and kb.

For the other direction, set Cs = [Ps, Fs]. Since Ps and Fs are symmetric,

Csᵀ = Fs Ps − Ps Fs = −Cs,

so Cs is itself an allowed generator. Taking ka = Ca and kb = 0 gives the slope

tr(Ca Ca) = −tr(Ca Caᵀ) = −Σᵢⱼ (Ca)ᵢⱼ².

Stationarity makes this zero, hence Ca = 0. Exchanging the roles of the spins gives Cb = 0.

## Occupied and virtual orbitals

Idempotency has not been used so far. If Ps² = Ps, then 1 − Ps projects onto the virtual orbitals, and the occupied–virtual block of Fs is

(1 − Ps)Fs Ps = Fs Ps − Ps Fs Ps.

If Fs and Ps commute, then Ps Fs Ps = Fs Ps Ps = Fs Ps, and the block is zero. Conversely, a zero block means Fs Ps = Ps Fs Ps. Transposing gives Ps Fs = Ps Fs Ps, so the two products agree.

## A Coulomb map that is not self-adjoint

Take n = 2, K = 0, Pb = 0 and Pa = diag(1, 0). Let X be the symmetric matrix with zeros on the diagonal and ones off it, and put

J(P) = tr(P) X, h = −X/2.

This J preserves symmetry but is not self-adjoint. Rotations keep tr(P) = 1, so E = −tr(XP)/2 + tr(PX)/2 = 0 along every rotation, and the energy is stationary. Yet Fa = −X/2 + X = X/2, which does not commute with Pa.

## What the Lean statements say

`energy` is E, `fock h J K (Pa + Pb) Pa` is Fa, and `rotate k P t` is the rotated density. `IsStationary` requires, for every pair of antisymmetric generators, that the energy be differentiable at t = 0 with derivative zero. `stationary_iff_commute` is the equivalence for symmetric densities, and `stationary_iff_block_zero` is its occupied–virtual form for symmetric projectors. Both theorems assume that h is symmetric and that J and K satisfy `IsMeanField`.

The condition is of first order: it does not distinguish minima from saddle points, nor does it say which orbitals are filled. Complex rotations and rotations that mix the spins are not considered. The Pople–Nesbet equations are usually written as eigenvalue equations for orbitals in a possibly non-orthogonal basis, whereas the theorem puts the condition on densities in an orthonormal one. For real orbitals in a finite orthonormal basis, an unrestricted Hartree–Fock calculation has reached a stationary energy exactly when both commutators vanish.

```lean
import Mathlib

open Matrix

namespace PopleNesbet

noncomputable section

attribute [local instance] Matrix.linftyOpNormedRing Matrix.linftyOpNormedAlgebra

variable {n : Type*} [Fintype n] [DecidableEq n]

/-- A mean-field map sends densities to potentials linearly, is self-adjoint for the trace
pairing, and sends symmetric matrices to symmetric matrices. -/
structure IsMeanField (G : Matrix n n ℝ →ₗ[ℝ] Matrix n n ℝ) : Prop where
  selfAdjoint : ∀ A B, trace (A * G B) = trace (G A * B)
  symm : ∀ A, A.IsSymm → (G A).IsSymm

/-- The unrestricted Hartree-Fock energy of the spin densities `Pa` and `Pb`. -/
def energy (h : Matrix n n ℝ) (J K : Matrix n n ℝ →ₗ[ℝ] Matrix n n ℝ)
    (Pa Pb : Matrix n n ℝ) : ℝ :=
  trace (h * (Pa + Pb)) + trace ((Pa + Pb) * J (Pa + Pb)) / 2
    - (trace (Pa * K Pa) + trace (Pb * K Pb)) / 2

/-- The Fock matrix of one spin, with total density `P` and density `Ps` of that spin. -/
def fock (h : Matrix n n ℝ) (J K : Matrix n n ℝ →ₗ[ℝ] Matrix n n ℝ)
    (P Ps : Matrix n n ℝ) : Matrix n n ℝ :=
  h + J P - K Ps

/-- The density `P` after the orbital rotation `exp (t k)`. -/
def rotate (k P : Matrix n n ℝ) (t : ℝ) : Matrix n n ℝ :=
  NormedSpace.exp (t • k) * P * NormedSpace.exp (t • (-k))

/-- The energy has zero slope at `t = 0` under all independent orbital rotations within each spin.
-/
def IsStationary (h : Matrix n n ℝ) (J K : Matrix n n ℝ →ₗ[ℝ] Matrix n n ℝ)
    (Pa Pb : Matrix n n ℝ) : Prop :=
  ∀ ka kb : Matrix n n ℝ, kaᵀ = -ka → kbᵀ = -kb →
    HasDerivAt (fun t : ℝ => energy h J K (rotate ka Pa t) (rotate kb Pb t)) 0 0

/-- The energy is half the sum over spins of the trace of `Ps (h + Fs)`. -/
theorem energy_eq_half_trace (h : Matrix n n ℝ) (J K : Matrix n n ℝ →ₗ[ℝ] Matrix n n ℝ)
    (Pa Pb : Matrix n n ℝ) :
    energy h J K Pa Pb = (trace (Pa * (h + fock h J K (Pa + Pb) Pa))
      + trace (Pb * (h + fock h J K (Pa + Pb) Pb))) / 2 := by
  simp only [energy, fock, mul_add, mul_sub, add_mul, trace_add, trace_sub]
  rw [trace_mul_comm h Pa, trace_mul_comm h Pb]
  ring

/-- A rotated density starts out in the direction of the commutator `[k, P]`. -/
theorem rotate_hasDerivAt (k P : Matrix n n ℝ) :
    HasDerivAt (rotate k P) (k * P - P * k) 0 := by
  have h1 := hasDerivAt_exp_smul_const k (0 : ℝ)
  have h2 := hasDerivAt_exp_smul_const (-k) (0 : ℝ)
  refine HasDerivAt.congr_deriv ((h1.mul_const P).fun_mul h2) ?_
  simp [NormedSpace.exp_zero, sub_eq_add_neg]

/-- Product rule for the trace pairing of a matrix curve with the potential of another. -/
theorem trace_pairing_hasDerivAt (G : Matrix n n ℝ →ₗ[ℝ] Matrix n n ℝ)
    {A B : ℝ → Matrix n n ℝ} {A' B' : Matrix n n ℝ}
    (hA : HasDerivAt A A' 0) (hB : HasDerivAt B B' 0) :
    HasDerivAt (fun t => trace (A t * G (B t)))
      (trace (A' * G (B 0)) + trace (A 0 * G B')) 0 := by
  have hG : HasDerivAt (fun t => G (B t)) (G B') 0 :=
    (LinearMap.toContinuousLinearMap G).hasFDerivAt.comp_hasDerivAt 0 hB
  have ht : HasDerivAt (fun t => trace (A t * G (B t)))
      (trace (A' * G (B 0) + A 0 * G B')) 0 :=
    (LinearMap.toContinuousLinearMap
      (Matrix.traceLinearMap n ℝ ℝ)).hasFDerivAt.comp_hasDerivAt 0 (hA.fun_mul hG)
  rwa [trace_add] at ht

omit [DecidableEq n] in
private lemma trace_commutator (F k P : Matrix n n ℝ) :
    trace (k * (P * F - F * P)) = trace (F * (k * P - P * k)) := by
  rw [mul_sub, mul_sub, trace_sub, trace_sub, trace_mul_comm F (k * P), mul_assoc,
    ← mul_assoc F P k, trace_mul_comm (F * P) k]

/-- The slope of the energy under separate orbital rotations within each spin, for mean-field maps
`J` and `K`, is the sum over spins of the trace of `ks [Ps, Fs]`. -/
theorem energy_hasDerivAt (h : Matrix n n ℝ) {J K : Matrix n n ℝ →ₗ[ℝ] Matrix n n ℝ}
    (hJ : IsMeanField J) (hK : IsMeanField K) (Pa Pb ka kb : Matrix n n ℝ) :
    HasDerivAt (fun t : ℝ => energy h J K (rotate ka Pa t) (rotate kb Pb t))
      (trace (ka * (Pa * fock h J K (Pa + Pb) Pa - fock h J K (Pa + Pb) Pa * Pa))
        + trace (kb * (Pb * fock h J K (Pa + Pb) Pb - fock h J K (Pa + Pb) Pb * Pb))) 0 := by
  have r0 : ∀ k P : Matrix n n ℝ, rotate k P 0 = P := fun k P => by
    simp [rotate, NormedSpace.exp_zero]
  have ha := rotate_hasDerivAt ka Pa
  have hb := rotate_hasDerivAt kb Pb
  have hP := ha.fun_add hb
  have h1 := trace_pairing_hasDerivAt LinearMap.id (hasDerivAt_const (0 : ℝ) h) hP
  have h2 := trace_pairing_hasDerivAt J hP hP
  have h3 := trace_pairing_hasDerivAt K ha ha
  have h4 := trace_pairing_hasDerivAt K hb hb
  refine HasDerivAt.congr_deriv
    ((h1.fun_add (h2.div_const 2)).fun_sub ((h3.fun_add h4).div_const 2)) ?_
  simp only [r0, LinearMap.id_apply, zero_mul, trace_zero, zero_add]
  -- self-adjointness makes the two halves of each quadratic term equal
  rw [hJ.selfAdjoint (Pa + Pb), trace_mul_comm _ (J (Pa + Pb)),
    hK.selfAdjoint Pa, trace_mul_comm _ (K Pa),
    hK.selfAdjoint Pb, trace_mul_comm _ (K Pb),
    trace_commutator (fock h J K (Pa + Pb) Pa) ka Pa,
    trace_commutator (fock h J K (Pa + Pb) Pb) kb Pb]
  simp only [fock, add_mul, sub_mul, mul_add, trace_add, trace_sub]
  ring

omit [DecidableEq n] in
private lemma eq_zero_of_trace_sq {C : Matrix n n ℝ} (hC : Cᵀ = -C)
    (h : trace (C * C) = 0) : C = 0 := by
  have h2 : trace (C * Cᵀ) = 0 := by rw [hC, mul_neg, trace_neg, h, neg_zero]
  simp only [Matrix.trace, Matrix.diag_apply, Matrix.mul_apply, Matrix.transpose_apply] at h2
  ext i j
  have h3 := (Finset.sum_eq_zero_iff_of_nonneg (fun i _ =>
    Finset.sum_nonneg fun j _ => mul_self_nonneg (C i j))).1 h2 i (Finset.mem_univ i)
  have h4 := (Finset.sum_eq_zero_iff_of_nonneg (fun j _ =>
    mul_self_nonneg (C i j))).1 h3 j (Finset.mem_univ j)
  exact mul_self_eq_zero.1 h4

omit [DecidableEq n] in
private lemma commutator_antisymm {P F : Matrix n n ℝ} (hP : P.IsSymm) (hF : F.IsSymm) :
    (P * F - F * P)ᵀ = -(P * F - F * P) := by
  rw [transpose_sub, transpose_mul, transpose_mul, hP.eq, hF.eq, neg_sub]

/-- For symmetric spin densities, symmetric `h` and mean-field maps `J` and `K`, the energy is
stationary under all independent orbital rotations within each spin exactly when each Fock matrix
commutes with the density of its spin. -/
theorem stationary_iff_commute {h Pa Pb : Matrix n n ℝ}
    {J K : Matrix n n ℝ →ₗ[ℝ] Matrix n n ℝ} (hh : h.IsSymm)
    (hJ : IsMeanField J) (hK : IsMeanField K) (hPa : Pa.IsSymm) (hPb : Pb.IsSymm) :
    IsStationary h J K Pa Pb ↔
      fock h J K (Pa + Pb) Pa * Pa = Pa * fock h J K (Pa + Pb) Pa ∧
      fock h J K (Pa + Pb) Pb * Pb = Pb * fock h J K (Pa + Pb) Pb := by
  have hF : ∀ Q : Matrix n n ℝ, Q.IsSymm → (fock h J K (Pa + Pb) Q).IsSymm := fun Q hQ =>
    (hh.add (hJ.symm _ (hPa.add hPb))).sub (hK.symm _ hQ)
  constructor
  · intro hs
    -- rotate one spin along its own commutator and keep the other fixed
    have ca := commutator_antisymm hPa (hF Pa hPa)
    have cb := commutator_antisymm hPb (hF Pb hPb)
    constructor
    · have h0 := (hs _ 0 ca (by simp)).unique (energy_hasDerivAt h hJ hK Pa Pb _ 0)
      rw [zero_mul, trace_zero, add_zero] at h0
      exact (sub_eq_zero.1 (eq_zero_of_trace_sq ca h0.symm)).symm
    · have h0 := (hs 0 _ (by simp) cb).unique (energy_hasDerivAt h hJ hK Pa Pb 0 _)
      rw [zero_mul, trace_zero, zero_add] at h0
      exact (sub_eq_zero.1 (eq_zero_of_trace_sq cb h0.symm)).symm
  · rintro ⟨ha, hb⟩ ka kb _ _
    refine HasDerivAt.congr_deriv (energy_hasDerivAt h hJ hK Pa Pb ka kb) ?_
    rw [ha, hb]
    simp

/-- A symmetric matrix commutes with an orthogonal projector exactly when its block between
the occupied and the virtual space vanishes. -/
theorem commute_iff_block_zero {F P : Matrix n n ℝ} (hF : F.IsSymm) (hP : P.IsSymm)
    (hPP : P * P = P) : F * P = P * F ↔ (1 - P) * F * P = 0 := by
  have e : (1 - P) * F * P = F * P - P * F * P := by noncomm_ring
  rw [e]
  constructor
  · intro hc
    rw [← hc, mul_assoc, hPP, sub_self]
  · intro h0
    have h1 : F * P = P * F * P := sub_eq_zero.1 h0
    have h2 := congrArg Matrix.transpose h1
    simp only [transpose_mul, hF.eq, hP.eq] at h2
    rw [h1, mul_assoc, ← h2]

/-- For projectors `Pa` and `Pb`, the energy is stationary exactly when the occupied-virtual
block of the Fock matrix vanishes for both spins. -/
theorem stationary_iff_block_zero {h Pa Pb : Matrix n n ℝ}
    {J K : Matrix n n ℝ →ₗ[ℝ] Matrix n n ℝ} (hh : h.IsSymm)
    (hJ : IsMeanField J) (hK : IsMeanField K) (hPa : Pa.IsSymm) (hPb : Pb.IsSymm)
    (ia : Pa * Pa = Pa) (ib : Pb * Pb = Pb) :
    IsStationary h J K Pa Pb ↔
      (1 - Pa) * fock h J K (Pa + Pb) Pa * Pa = 0 ∧
      (1 - Pb) * fock h J K (Pa + Pb) Pb * Pb = 0 := by
  have hF : ∀ Q : Matrix n n ℝ, Q.IsSymm → (fock h J K (Pa + Pb) Q).IsSymm := fun Q hQ =>
    (hh.add (hJ.symm _ (hPa.add hPb))).sub (hK.symm _ hQ)
  rw [stationary_iff_commute hh hJ hK hPa hPb,
    commute_iff_block_zero (hF Pa hPa) hPa ia, commute_iff_block_zero (hF Pb hPb) hPb ib]

/-- The Coulomb map of the Pariser-Parr-Pople model with site repulsion `γ`. -/
def pppJ (γ : n → n → ℝ) : Matrix n n ℝ →ₗ[ℝ] Matrix n n ℝ where
  toFun P := Matrix.diagonal fun i => ∑ k, γ i k * P k k
  map_add' A B := by
    ext i j
    by_cases hij : i = j
    · subst hij
      simp [mul_add, Finset.sum_add_distrib]
    · simp [hij]
  map_smul' c A := by
    ext i j
    by_cases hij : i = j
    · subst hij
      simp [Finset.mul_sum, mul_left_comm]
    · simp [hij]

/-- The exchange map of the Pariser-Parr-Pople model with site repulsion `γ`. -/
def pppK (γ : n → n → ℝ) : Matrix n n ℝ →ₗ[ℝ] Matrix n n ℝ where
  toFun P := Matrix.of fun i j => γ i j * P i j
  map_add' A B := by ext i j; simp [mul_add]
  map_smul' c A := by ext i j; simp [mul_left_comm]

/-- For symmetric `γ` the Pariser-Parr-Pople Coulomb and exchange maps are mean-field maps,
and the density that fills a set `s` of sites is a symmetric projector. -/
theorem ppp_witness (γ : n → n → ℝ) (hγ : ∀ i j, γ i j = γ j i) (s : Finset n) :
    IsMeanField (pppJ γ) ∧ IsMeanField (pppK γ) ∧
      (Matrix.diagonal fun i => if i ∈ s then (1 : ℝ) else 0).IsSymm ∧
      (Matrix.diagonal fun i => if i ∈ s then (1 : ℝ) else 0) *
        (Matrix.diagonal fun i => if i ∈ s then (1 : ℝ) else 0) =
        Matrix.diagonal fun i => if i ∈ s then (1 : ℝ) else 0 := by
  refine ⟨⟨fun A B => ?_, fun A _ => ?_⟩, ⟨fun A B => ?_, fun A hA => ?_⟩, ?_, ?_⟩
  · change trace (A * Matrix.diagonal fun i => ∑ k, γ i k * B k k)
      = trace ((Matrix.diagonal fun i => ∑ k, γ i k * A k k) * B)
    simp only [Matrix.trace, Matrix.diag_apply, Matrix.mul_diagonal, Matrix.diagonal_mul,
      Finset.mul_sum, Finset.sum_mul]
    rw [Finset.sum_comm]
    refine Finset.sum_congr rfl fun x _ => Finset.sum_congr rfl fun y _ => ?_
    rw [hγ x y]
    ring
  · exact Matrix.diagonal_transpose _
  · simp only [Matrix.trace, Matrix.diag_apply, Matrix.mul_apply]
    refine Finset.sum_congr rfl fun i _ => Finset.sum_congr rfl fun j _ => ?_
    change A i j * (γ j i * B j i) = γ i j * A i j * B j i
    rw [hγ i j]
    ring
  · refine Matrix.IsSymm.ext fun i j => ?_
    change γ j i * A j i = γ i j * A i j
    rw [hγ j i, hA.apply i j]
  · exact Matrix.diagonal_transpose _
  · rw [Matrix.diagonal_mul_diagonal]
    congr 1
    funext i
    by_cases hi : i ∈ s <;> simp [hi]

end

end PopleNesbet
```

```lean
#print axioms PopleNesbet.energy_eq_half_trace
#print axioms PopleNesbet.stationary_iff_commute
#print axioms PopleNesbet.stationary_iff_block_zero
```

```
'PopleNesbet.energy_eq_half_trace' depends on axioms: [propext, Classical.choice, Quot.sound]
'PopleNesbet.stationary_iff_commute' depends on axioms: [propext, Classical.choice, Quot.sound]
'PopleNesbet.stationary_iff_block_zero' depends on axioms: [propext, Classical.choice, Quot.sound]
```

## How the proof follows the derivation

`energy_eq_half_trace` expands both sides, reorders the traces with h and finishes with `ring`.

`rotate_hasDerivAt` differentiates the two exponentials and obtains [k, P]. `trace_pairing_hasDerivAt` is the product rule for tr(A(t) G(B(t))); it relies on linear maps being continuous in finite dimension. `energy_hasDerivAt` applies it four times: with the identity map for the h term, once with J, and once with K for each spin. Rewriting with `selfAdjoint` then merges the halves of each quadratic term, and `trace_commutator` supplies the cyclic step.

In `stationary_iff_commute`, `commutator_antisymm` shows that Cs is an allowed generator. The assumed derivative zero and the computed slope must agree, because a derivative is unique; this is the call to `unique`. `eq_zero_of_trace_sq` then turns the vanishing sum of squares into Cs = 0. The converse substitutes the two commutation relations into the slope.

`commute_iff_block_zero` carries out the transposition argument, and `stationary_iff_block_zero` applies it to each spin.

`ppp_witness` supplies a concrete case, the Pariser–Parr–Pople model with symmetric site repulsion γ. Its Coulomb map sends a matrix A to the diagonal matrix with entries Σₖ γᵢₖ Aₖₖ, and its exchange map sends A to the matrix with entries γᵢⱼ Aᵢⱼ. Both satisfy `IsMeanField`: the symmetry of γ gives self-adjointness and also makes the exchange map preserve symmetric matrices. Filling any set of sites gives a symmetric projector. If both spin densities are of this kind, J(P) and K(Ps) are diagonal and commute with Ps, so the energy is stationary exactly when h has no nonzero element between a filled and an empty site of either spin, whatever γ is.
